# A core projector shift moves only the core levels when the core orbitals are orthonormal eigenvectors of the Fock matrix

Q: Take two basis functions, with the core orbital $c=(1,0)^T$ and

$$F=\begin{pmatrix}e&a\\0&f\end{pmatrix},\qquad F+B\,cc^T=\begin{pmatrix}e+B&a\\0&f\end{pmatrix}.$$

The characteristic polynomial changes from $(X-e)(X-f)$ to $(X-e-B)(X-f)$. The core level moves by $B$ and $f$ stays. (This is an algebraic illustration: a real Fock matrix in an orthonormal basis is symmetric, which would require $a=0$.) But here the zero below the diagonal does the work. What replaces it in a general orthonormal basis?

A: The eigenvector equation $Fc=ec$. Add a rank-one term $cd^T$, with $d$ any vector. Since $(x-F)c=(x-e)c$, for real $x\ne e$ we have

$$x-F-cd^T=(x-F)\Bigl(1-\frac{cd^T}{x-e}\Bigr).$$

Because $\det(1+cu^T)=1+u\cdot c$, taking determinants and multiplying by $x-e$ gives

$$(x-e)\det(x-F-cd^T)=(x-e-d\cdot c)\det(x-F).$$

At $x=e$ the left side is zero. So is the right: if $c\neq0$, then $e-F$ is singular; if $c=0$, the first factor vanishes. The two polynomials agree at every real $x$, so they are equal. Setting $d=Bc$ with $c\cdot c=1$ gives the shift by $B$.

Q: How does the code represent the physics?

A: Orbitals are real coefficient vectors in a finite orthonormal basis, indexed by `n`. The type `κ` labels the core orbitals, and `s` is the finite set being shifted. `vecMulVec (c k) (c k)` is the projector $c_kc_k^T$ when $c_k$ is normalised. The number $B_k$ is the projector strength: a positive value raises a core level. To keep valence electrons from collapsing into the core when the lowest levels are filled, it must be large enough to lift that level above the occupied valence levels.

In Lean 4 with Mathlib:

```lean
import Mathlib

open Matrix Polynomial

namespace CoreProjectorShift

variable {n κ : Type*} [DecidableEq κ]

/-- The model Fock matrix: each orbital `c k` in the finite core set `s` contributes its
outer product `c k (c k)ᵀ`, weighted by the shift `B k`. -/
def modelFock (F : Matrix n n ℝ) (B : κ → ℝ) (c : κ → n → ℝ) (s : Finset κ) :
    Matrix n n ℝ :=
  F + ∑ k ∈ s, B k • vecMulVec (c k) (c k)
```

The next theorem is the rank-one argument. `Polynomial.funext` reduces it to real $x$, `by_cases` separates $x=e$, and `hfac` and `hone` are the factorisation and the determinant formula.

```lean
/-- If `c` satisfies `F c = e c`, then `X - e` times the characteristic polynomial of `F + c dᵀ`
equals `X - (e + d·c)` times the characteristic polynomial of `F`. -/
theorem charpoly_add_rank_one [Fintype n] [DecidableEq n]
    (F : Matrix n n ℝ) (c d : n → ℝ) (e : ℝ)
    (h : F *ᵥ c = e • c) :
    (X - C e) * (F + vecMulVec c d).charpoly
      = (X - C (e + d ⬝ᵥ c)) * F.charpoly := by
  apply Polynomial.funext
  intro x
  simp only [eval_mul, eval_sub, eval_X, eval_C, Matrix.eval_charpoly]
  have hMc : (Matrix.scalar n x - F) *ᵥ c = (x - e) • c := by
    rw [Matrix.sub_mulVec, h]
    ext i
    simp [Matrix.scalar_apply, sub_mul]
  by_cases hx : x = e
  · -- at the core level itself both sides vanish
    by_cases hc : c = 0
    · simp [hx, hc]
    · have hdet : (Matrix.scalar n x - F).det = 0 :=
        Matrix.exists_mulVec_eq_zero_iff.mp ⟨c, hc, by rw [hMc, hx, sub_self, zero_smul]⟩
      rw [hdet, hx]
      ring
  · have hinv : (x - e) * (x - e)⁻¹ = 1 := mul_inv_cancel₀ (sub_ne_zero.mpr hx)
    -- determinant of the identity plus an outer product
    have hone : ∀ u : n → ℝ, (1 + vecMulVec c u).det = 1 + u ⬝ᵥ c := by
      intro u
      have hu : vecMulVec c u = (Matrix.of fun i (_ : Unit) => c i)
          * (Matrix.of fun (_ : Unit) j => u j) := by
        ext i j
        simp [Matrix.vecMulVec_apply, Matrix.mul_apply]
      rw [hu, Matrix.det_one_add_mul_comm, Matrix.det_unique]
      simp [Matrix.mul_apply, dotProduct]
    have hmul : ∀ (M : Matrix n n ℝ) (u : n → ℝ),
        M * vecMulVec c u = vecMulVec (M *ᵥ c) u := by
      intro M u
      ext i j
      simp [Matrix.mul_apply, Matrix.vecMulVec_apply, Matrix.mulVec, dotProduct,
        Finset.sum_mul, mul_assoc]
    -- away from the core level the shifted matrix factorises
    have hfac : Matrix.scalar n x - (F + vecMulVec c d)
        = (Matrix.scalar n x - F) * (1 + vecMulVec c ((-(x - e)⁻¹) • d)) := by
      rw [mul_add, mul_one, hmul, hMc]
      ext i j
      simp only [Matrix.sub_apply, Matrix.add_apply, Matrix.vecMulVec_apply,
        Pi.smul_apply, smul_eq_mul]
      linear_combination (c i * d j) * hinv
    rw [hfac, Matrix.det_mul, hone, smul_dotProduct, smul_eq_mul]
    linear_combination (-((Matrix.scalar n x - F).det * (d ⬝ᵥ c))) * hinv
```

Q: With several core orbitals, doesn't the first shift disturb the second?

A: Not if they are orthogonal. Write $F_s=F+\sum_{k\in s}B_kc_kc_k^T$. Then

$$F_sv=Fv+\sum_{k\in s}B_k(c_k\cdot v)c_k.$$

The code adds one projector at a time and obtains this action by induction.

```lean
/-- Enlarging the core set by one new orbital adds one rank-one term to the model Fock
matrix. -/
theorem modelFock_insert (F : Matrix n n ℝ) (B : κ → ℝ) (c : κ → n → ℝ) {s : Finset κ}
    {k : κ} (hk : k ∉ s) :
    modelFock F B c (insert k s) = modelFock F B c s + vecMulVec (c k) (B k • c k) := by
  have h : B k • vecMulVec (c k) (c k) = vecMulVec (c k) (B k • c k) := by
    ext i j
    simp only [Matrix.smul_apply, Matrix.vecMulVec_apply, Pi.smul_apply, smul_eq_mul]
    ring
  rw [modelFock, modelFock, Finset.sum_insert hk, h]
  abel

variable [Fintype n]

/-- The model Fock matrix acts on an orbital `v` as `F` does, plus the sum of the core orbitals in
`s`, each weighted by its shift and its overlap with `v`. -/
theorem modelFock_mulVec (F : Matrix n n ℝ) (B : κ → ℝ) (c : κ → n → ℝ) (s : Finset κ)
    (v : n → ℝ) :
    modelFock F B c s *ᵥ v = F *ᵥ v + ∑ k ∈ s, (B k * (c k ⬝ᵥ v)) • c k := by
  induction s using Finset.induction_on with
  | empty => simp [modelFock]
  | insert k s hk ih =>
    have hout : vecMulVec (c k) (B k • c k) *ᵥ v = (B k * (c k ⬝ᵥ v)) • c k := by
      ext i
      simp only [Matrix.mulVec, dotProduct, Matrix.vecMulVec_apply, Pi.smul_apply,
        smul_eq_mul, Finset.mul_sum, Finset.sum_mul]
      exact Finset.sum_congr rfl fun j _ => by ring
    rw [modelFock_insert F B c hk, Matrix.add_mulVec, ih, Finset.sum_insert hk, hout]
    abel
```

If $v$ is orthogonal to the shifted core, every overlap vanishes and $F_sv=Fv$. If $v=c_j$ with $j\in s$, only one term survives and $F_sc_j=(e_j+B_j)c_j$.

```lean
/-- On an orbital orthogonal to every shifted core orbital, the model Fock matrix acts
exactly as `F`. -/
theorem modelFock_mulVec_valence (F : Matrix n n ℝ) (B : κ → ℝ) (c : κ → n → ℝ)
    (s : Finset κ) (v : n → ℝ) (hv : ∀ k ∈ s, c k ⬝ᵥ v = 0) :
    modelFock F B c s *ᵥ v = F *ᵥ v := by
  rw [modelFock_mulVec, Finset.sum_eq_zero, add_zero]
  intro k hk
  rw [hv k hk, mul_zero, zero_smul]

/-- For orthonormal eigenvectors `c k` of `F`, each shifted core orbital remains an
eigenvector of the model Fock matrix, with its level moved from `e j` to `e j + B j`. -/
theorem modelFock_mulVec_core (F : Matrix n n ℝ) (B e : κ → ℝ) (c : κ → n → ℝ)
    (s : Finset κ) (horth : ∀ j k, c j ⬝ᵥ c k = if j = k then 1 else 0)
    (he : ∀ k, F *ᵥ c k = e k • c k) {j : κ} (hj : j ∈ s) :
    modelFock F B c s *ᵥ c j = (e j + B j) • c j := by
  rw [modelFock_mulVec, he, Finset.sum_eq_single j]
  · rw [horth j j, if_pos rfl, mul_one, add_smul]
  · intro k _ hkj
    rw [horth k j, if_neg hkj, mul_zero, zero_smul]
  · intro h
    exact absurd hj h
```

Now let $k\notin s$. Orthogonality gives $F_sc_k=e_kc_k$, so the rank-one result applies to $F_s$. With $\chi_s$ the characteristic polynomial of $F_s$,

$$(X-e_k)\chi_{s\cup\{k\}}=(X-e_k-B_k)\chi_s.$$

Multiplying by $\prod_{j\in s}(X-e_j)$ and using the induction hypothesis yields

$$\prod_{k\in s}(X-e_k)\,\chi_s=\prod_{k\in s}(X-e_k-B_k)\,\chi_\varnothing,$$

now for the enlarged set. The final `linear_combination` is this multiplication.

```lean
variable [DecidableEq n]

/-- For orthonormal eigenvectors `c k` of `F` with levels `e k`, shifting the core set `s`
replaces the factors `X - e k` of the characteristic polynomial by `X - (e k + B k)`, for
`k` in `s`, and changes nothing else. -/
theorem charpoly_modelFock (F : Matrix n n ℝ) (B e : κ → ℝ) (c : κ → n → ℝ)
    (s : Finset κ) (horth : ∀ j k, c j ⬝ᵥ c k = if j = k then 1 else 0)
    (he : ∀ k, F *ᵥ c k = e k • c k) :
    (∏ k ∈ s, (X - C (e k))) * (modelFock F B c s).charpoly
      = (∏ k ∈ s, (X - C (e k + B k))) * F.charpoly := by
  induction s using Finset.induction_on with
  | empty => simp [modelFock]
  | insert k s hks ih =>
    -- the next core orbital has not felt the earlier shifts
    have hk : modelFock F B c s *ᵥ c k = e k • c k := by
      rw [modelFock_mulVec_valence, he k]
      intro j hj
      have hne : j ≠ k := by
        rintro rfl
        exact hks hj
      rw [horth j k, if_neg hne]
    have h := charpoly_add_rank_one _ _ (B k • c k) _ hk
    rw [smul_dotProduct, horth k k, if_pos rfl, smul_eq_mul, mul_one] at h
    rw [Finset.prod_insert hks, Finset.prod_insert hks, modelFock_insert F B c hks]
    linear_combination (∏ j ∈ s, (X - C (e j))) * h + (X - C (e k + B k)) * ih
```

Q: I compute orbital levels, not polynomials. What about degeneracy?

A: Roots are kept with multiplicity, so a degenerate $e_k$ loses one copy for each core orbital shifted from it. Characteristic polynomials are monic, hence nonzero, and the roots of each product are the combined roots of its factors. `roots` lists real levels only. For symmetric $F$ that is all of them; the polynomial identity itself does not need symmetry.

```lean
/-- For orthonormal eigenvectors `c k` of `F`, the real levels, counted with algebraic
multiplicity, change only by exchanging each `e k` with `k` in `s` for `e k + B k`. -/
theorem levels_modelFock (F : Matrix n n ℝ) (B e : κ → ℝ) (c : κ → n → ℝ)
    (s : Finset κ) (horth : ∀ j k, c j ⬝ᵥ c k = if j = k then 1 else 0)
    (he : ∀ k, F *ᵥ c k = e k • c k) :
    (modelFock F B c s).charpoly.roots + s.val.map e
      = F.charpoly.roots + s.val.map (fun k => e k + B k) := by
  have hr : ∀ (f : κ → ℝ) (p : ℝ[X]), p.Monic →
      ((∏ k ∈ s, (X - C (f k))) * p).roots = s.val.map f + p.roots := by
    intro f p hp
    have hprod : (∏ k ∈ s, (X - C (f k)))
        = ((s.val.map f).map (fun a => X - C a)).prod := by
      rw [Multiset.map_map]
      rfl
    rw [Polynomial.roots_mul (mul_ne_zero
      (Finset.prod_ne_zero_iff.mpr fun k _ => X_sub_C_ne_zero _) hp.ne_zero),
      hprod, Polynomial.roots_multiset_prod_X_sub_C]
  have h := congrArg Polynomial.roots (charpoly_modelFock F B e c s horth he)
  have h' := (hr e _ (Matrix.charpoly_monic _)).symm.trans
    (h.trans (hr (fun k => e k + B k) _ (Matrix.charpoly_monic _)))
  exact (add_comm _ _).trans (h'.trans (add_comm _ _))
```

The case of one normalised core orbital follows from the rank-one theorem with $d=Bc$.

```lean
/-- One core orbital: if `c` is normalised and `F c = e c`, the shift `B c cᵀ` replaces one
factor `X - e` of the characteristic polynomial by `X - (e + B)`. -/
theorem charpoly_single_core (F : Matrix n n ℝ) (c : n → ℝ) (e B : ℝ)
    (hc : c ⬝ᵥ c = 1) (hF : F *ᵥ c = e • c) :
    (X - C e) * (F + B • vecMulVec c c).charpoly = (X - C (e + B)) * F.charpoly := by
  have h := charpoly_add_rank_one F c (B • c) e hF
  rw [smul_dotProduct, hc, smul_eq_mul, mul_one] at h
  have hB : B • vecMulVec c c = vecMulVec c (B • c) := by
    ext i j
    simp only [Matrix.smul_apply, Matrix.vecMulVec_apply, Pi.smul_apply, smul_eq_mul]
    ring
  rw [hB, h]
```

Q: And if my core orbital is not an eigenvector?

A: Then the identity can fail. Take

$$F=\begin{pmatrix}0&1\\1&0\end{pmatrix},\qquad c=(1,0)^T.$$

The polynomials are $x^2-1$ before the shift and $x^2-Bx-1$ after. For any proposed $e$, the identity at $x=1$ and $x=-1$ requires $-(1-e)B=0$ and $-(1+e)B=0$. Adding them gives $B=0$. For $B\ne0$, both old levels move.

```lean
/-- In a two-level system with pure off-diagonal coupling, a nonzero shift of the first basis
orbital, which is not an eigenvector, violates the one-core identity for every `e`. -/
theorem single_core_fails_off_eigenvector (e B : ℝ) (hB : B ≠ 0) :
    (X - C e) * (!![0, 1; 1, 0] + B • vecMulVec ![1, 0] ![1, 0] :
        Matrix (Fin 2) (Fin 2) ℝ).charpoly
      ≠ (X - C (e + B)) * (!![0, 1; 1, 0] : Matrix (Fin 2) (Fin 2) ℝ).charpoly := by
  intro h
  have hd : ∀ x : ℝ, (Matrix.scalar (Fin 2) x
      - (!![0, 1; 1, 0] + B • vecMulVec ![1, 0] ![1, 0])).det = x * x - B * x - 1 := by
    intro x
    rw [Matrix.det_fin_two]
    simp only [Matrix.sub_apply, Matrix.add_apply, Matrix.smul_apply,
      Matrix.vecMulVec_apply, smul_eq_mul]
    simp [Matrix.scalar_apply]
    ring
  have hd0 : ∀ x : ℝ, (Matrix.scalar (Fin 2) x - !![0, 1; 1, 0]).det = x * x - 1 := by
    intro x
    simp [Matrix.det_fin_two, Matrix.scalar_apply]
  -- compare both sides at the two unshifted levels
  have h1 := congrArg (Polynomial.eval 1) h
  have h2 := congrArg (Polynomial.eval (-1)) h
  simp only [eval_mul, eval_sub, eval_X, eval_C, Matrix.eval_charpoly, hd, hd0] at h1 h2
  exact hB (by linear_combination (-1 / 2) * h1 + (-1 / 2) * h2)
```

Q: Is there a concrete case with a core orbital that mixes basis functions?

A: Yes. In this matrix, $(3/5,4/5,0)^T$ has level $-25$ and $(0,0,1)^T$ has level $-10$. The theorem checks orthonormality and both eigenvector equations entry by entry.

```lean
/-- A three-dimensional Fock matrix coupling its first two basis functions. -/
def sampleFock : Matrix (Fin 3) (Fin 3) ℝ := !![-9, -12, 0; -12, -16, 0; 0, 0, -10]

/-- Two core orbitals, one of them mixing the first two basis functions. -/
noncomputable def sampleCore : Fin 2 → Fin 3 → ℝ := ![![3 / 5, 4 / 5, 0], ![0, 0, 1]]

/-- The two sample core orbitals are orthonormal eigenvectors of the sample Fock matrix, with
levels `-25` and `-10`. -/
theorem charpoly_modelFock_witness :
    (∀ j k, sampleCore j ⬝ᵥ sampleCore k = if j = k then 1 else 0) ∧
      ∀ k, sampleFock *ᵥ sampleCore k = (![-25, -10] : Fin 2 → ℝ) k • sampleCore k := by
  constructor
  · intro j k
    fin_cases j <;> fin_cases k <;>
      norm_num [sampleCore, dotProduct, Fin.sum_univ_succ]
  · intro k
    ext i
    fin_cases k <;> fin_cases i <;>
      norm_num [sampleFock, sampleCore, Matrix.mulVec, dotProduct, Fin.sum_univ_succ]

end CoreProjectorShift
```

```lean
#print axioms CoreProjectorShift.modelFock_mulVec_core
#print axioms CoreProjectorShift.levels_modelFock
#print axioms CoreProjectorShift.charpoly_single_core
#print axioms CoreProjectorShift.single_core_fails_off_eigenvector
```

```
'CoreProjectorShift.modelFock_mulVec_core' depends on axioms: [propext, Classical.choice, Quot.sound]
'CoreProjectorShift.levels_modelFock' depends on axioms: [propext, Classical.choice, Quot.sound]
'CoreProjectorShift.charpoly_single_core' depends on axioms: [propext, Classical.choice, Quot.sound]
'CoreProjectorShift.single_core_fails_off_eigenvector' depends on axioms: [propext, Classical.choice, Quot.sound]
```

Q: So what may I conclude about a model core potential calculation?

A: For a fixed one-particle matrix in a finite orthonormal basis, with core orbitals that are exact, orthonormal eigenvectors, projectors of the kind used in model core potentials and ab initio model potentials (AIMP) leave the valence levels alone. Self-consistent changes of $F$, and core orbitals that are only approximate eigenvectors, are not covered.
